# The sum of $r^{-s}$ over the nonzero sites of a planar Bravais lattice converges exactly when $s>2$

A common way to compute the interaction of one site with all its periodic images in a layer is to add the pair terms out to a cutoff radius, and then to enlarge the cutoff until the total stops changing. This works for terms of one sign only if the infinite sum converges. For a pair term $r^{-s}$ on a planar lattice with one site per cell, the condition is $s>2$. Sums of $1/r$ and $1/r^2$ therefore grow without bound as the cutoff increases, and the sum of $1/r^3$ settles.

The argument compares Euclidean distance with a cruder measure, the number of the square shell on which a site's integer labels lie. The shells can be counted exactly.

```lean
import Mathlib

noncomputable section

namespace PlanarLatticeSums
```

## Sites, distances and the primitive cell

Let $a=(a_1,a_2)$ and $b=(b_1,b_2)$ be the primitive vectors, and label each site by a pair of integers $n=(n_1,n_2)$. Its position is
$$(x,y)=(n_1a_1+n_2b_1,\;n_1a_2+n_2b_2).$$
In Lean the components of a pair are written `.1` and `.2`, so $a_2$ is `a.2`. Lengths are pure numbers, measured in any fixed unit.

```lean
/-- Position of the lattice site with integer labels `n` for primitive vectors `a` and `b`. -/
def site (a b : ℝ × ℝ) (n : ℤ × ℤ) : ℝ × ℝ :=
  (n.1 * a.1 + n.2 * b.1, n.1 * a.2 + n.2 * b.2)
```

The distance from the origin is $r(n)=\sqrt{x^2+y^2}$. It is written out explicitly because Mathlib's built-in norm on a product such as `ℝ × ℝ` is the larger of the two component norms, not the Euclidean length.

```lean
/-- Euclidean distance of the site `n` from the origin. -/
def siteDist (a b : ℝ × ℝ) (n : ℤ × ℤ) : ℝ :=
  √((site a b n).1 ^ 2 + (site a b n).2 ^ 2)
```

The signed area of the primitive cell is $D=a_1b_2-a_2b_1$. The condition $D\neq0$ says that $a$ and $b$ are not parallel and neither is zero, so that they really span a planar lattice.

```lean
/-- Signed area of the primitive cell spanned by `a` and `b`. -/
def cellArea (a b : ℝ × ℝ) : ℝ := a.1 * b.2 - a.2 * b.1
```

One further constant sets the length scale in the estimates:
$$C=|a_1|+|a_2|+|b_1|+|b_2|.$$

```lean
/-- Sum of the absolute values of all components of the primitive vectors. -/
def cellSize (a b : ℝ × ℝ) : ℝ := |a.1| + |a.2| + |b.1| + |b.2|
```

## Counting labels on square shells

The shell number of a site is $k(n)=\max(|n_1|,|n_2|)$. It depends on the labels alone and not on the shape of the cell.

```lean
/-- Number of the square shell of labels to which `n` belongs. -/
def shell (n : ℤ × ℤ) : ℕ := max n.1.natAbs n.2.natAbs
```

It is defined as a natural number. The estimates need it as a real number, equal to the larger of the real absolute values $|n_1|$ and $|n_2|$.

```lean
/-- The shell number is the larger of the absolute values of the two labels. -/
theorem shell_cast (n : ℤ × ℤ) : (shell n : ℝ) = max |(n.1 : ℝ)| |(n.2 : ℝ)| := by
  simp [shell]
```

The labels with $k(n)\le j$ fill a square of $(2j+1)^2$ points. For $j\ge1$, shell $j$ therefore has
$$(2j+1)^2-(2j-1)^2=8j$$
members, each of which contributes $j^{-s}$. Summing shell by shell gives
$$\sum_{n\ne0}k(n)^{-s}=\sum_{j\ge1}8j\cdot j^{-s}=8\sum_{j\ge1}j^{1-s},$$
and the last series converges exactly when $1-s<-1$, that is, when $s>2$.

In the proof, `Finset.box k` is the shell and `Int.card_box` supplies its size. Since all terms are nonnegative, `summable_partition` allows the grouping: the full sum converges exactly when each shell sum and the series of shell sums converge. The step `hsum` evaluates one shell, `hterm` simplifies $8j\cdot j^{-s}$, and `Real.summable_nat_rpow` is the criterion for the power series in $j$. The Lean sum also includes the origin, where Lean assigns a finite value to the power of zero; a single term does not affect convergence, and `summable_nat_add_iff` removes it.

```lean
/-- The sum of the shell number to the power `-s` over all integer labels converges
exactly when `s > 2`. -/
theorem summable_shell_iff (s : ℝ) :
    Summable (fun n : ℤ × ℤ => (shell n : ℝ) ^ (-s)) ↔ 2 < s := by
  have hnn : (0 : ℤ × ℤ → ℝ) ≤ fun n => (shell n : ℝ) ^ (-s) :=
    fun n => Real.rpow_nonneg (Nat.cast_nonneg _) _
  have hs : ∀ n : ℤ × ℤ, ∃! k : ℕ,
      n ∈ (fun k : ℕ => ((Finset.box k : Finset (ℤ × ℤ)) : Set (ℤ × ℤ))) k :=
    fun n => ⟨shell n, Finset.mem_coe.2 (Int.mem_box.2 rfl),
      fun k hk => (Int.mem_box.1 (Finset.mem_coe.1 hk)).symm⟩
  -- all members of a shell contribute equally
  have hsum : ∀ k : ℕ,
      ∑' p : ((Finset.box k : Finset (ℤ × ℤ)) : Set (ℤ × ℤ)), (shell p.1 : ℝ) ^ (-s)
        = ((Finset.box k : Finset (ℤ × ℤ)).card : ℝ) * (k : ℝ) ^ (-s) := by
    intro k
    have h1 : ∑ n ∈ (Finset.box k : Finset (ℤ × ℤ)), (shell n : ℝ) ^ (-s)
        = ∑ n ∈ (Finset.box k : Finset (ℤ × ℤ)), (k : ℝ) ^ (-s) := by
      refine Finset.sum_congr rfl fun n hn => ?_
      have h2 : shell n = k := Int.mem_box.1 hn
      rw [h2]
    rw [Finset.sum_const, nsmul_eq_mul] at h1
    exact (Finset.tsum_subtype' (Finset.box k)
      (fun n : ℤ × ℤ => (shell n : ℝ) ^ (-s))).trans h1
  -- shell `k + 1` has `8 (k + 1)` members
  have hterm : ∀ k : ℕ,
      ((Finset.box (k + 1) : Finset (ℤ × ℤ)).card : ℝ) * ((k + 1 : ℕ) : ℝ) ^ (-s)
        = 8 * ((k + 1 : ℕ) : ℝ) ^ (1 - s) := by
    intro k
    have hk : (0 : ℝ) < ((k + 1 : ℕ) : ℝ) := Nat.cast_pos.2 (Nat.succ_pos k)
    rw [Int.card_box (Nat.succ_ne_zero k), sub_eq_add_neg, Real.rpow_add hk,
      Real.rpow_one, Nat.cast_mul, Nat.cast_ofNat, mul_assoc]
  have key : Summable (fun k : ℕ =>
      ((Finset.box k : Finset (ℤ × ℤ)).card : ℝ) * (k : ℝ) ^ (-s)) ↔ 2 < s :=
    (summable_nat_add_iff (f := fun k : ℕ =>
      ((Finset.box k : Finset (ℤ × ℤ)).card : ℝ) * (k : ℝ) ^ (-s)) 1).symm.trans
    ((summable_congr hterm).trans
    ((summable_mul_left_iff (by norm_num : (8 : ℝ) ≠ 0)).trans
    ((summable_nat_add_iff (f := fun k : ℕ => (k : ℝ) ^ (1 - s)) 1).trans
    (Real.summable_nat_rpow.trans
      ⟨fun h => by linarith, fun h => by linarith⟩))))
  rw [summable_partition hnn hs]
  exact ⟨fun h => key.1 ((summable_congr hsum).1 h.2),
    fun h => ⟨fun k => (hasSum_fintype _).summable, (summable_congr hsum).2 (key.2 h)⟩⟩
```

## Distance and shell number bound each other

For any real $u$ and $v$, the triangle inequality gives
$$|n_1u+n_2v|\le|n_1||u|+|n_2||v|\le(|u|+|v|)\,k(n).$$
Taking $(u,v)=(a_1,b_1)$ bounds $|x|$, and taking $(u,v)=(a_2,b_2)$ bounds $|y|$. Since $\sqrt{x^2+y^2}\le|x|+|y|$, it follows that
$$r(n)\le C\,k(n).$$
The two general inequalities are `hcomp` and `hsqrt` in the proof.

```lean
/-- The distance of a site from the origin is at most the cell size times its shell number. -/
theorem siteDist_le (a b : ℝ × ℝ) (n : ℤ × ℤ) :
    siteDist a b n ≤ cellSize a b * shell n := by
  have h1 : |(n.1 : ℝ)| ≤ shell n := by rw [shell_cast]; exact le_max_left _ _
  have h2 : |(n.2 : ℝ)| ≤ shell n := by rw [shell_cast]; exact le_max_right _ _
  have hcomp : ∀ u v : ℝ, |n.1 * u + n.2 * v| ≤ (|u| + |v|) * shell n := by
    intro u v
    have h : |n.1 * u + n.2 * v| ≤ |n.1 * u| + |n.2 * v| := by
      simpa only [Real.norm_eq_abs] using norm_add_le ((n.1 : ℝ) * u) ((n.2 : ℝ) * v)
    rw [abs_mul, abs_mul] at h
    linarith [mul_le_mul_of_nonneg_right h1 (abs_nonneg u),
      mul_le_mul_of_nonneg_right h2 (abs_nonneg v)]
  have hsqrt : ∀ x y : ℝ, √(x ^ 2 + y ^ 2) ≤ |x| + |y| := by
    intro x y
    refine Real.sqrt_le_iff.2 ⟨by positivity, ?_⟩
    nlinarith [sq_abs x, sq_abs y, mul_nonneg (abs_nonneg x) (abs_nonneg y)]
  refine (hsqrt _ _).trans ?_
  simp only [site, cellSize]
  linarith [hcomp a.1 b.1, hcomp a.2 b.2]
```

For the opposite bound, solve for the labels by Cramer's rule:
$$Dn_1=xb_2-yb_1,\qquad Dn_2=-(xa_2-ya_1).$$
Both $|x|$ and $|y|$ are at most $r(n)$, so
$$|D||n_1|\le(|b_1|+|b_2|)\,r(n),\qquad |D||n_2|\le(|a_1|+|a_2|)\,r(n).$$
Each bracket is at most $C$. Whichever label has the larger absolute value, we obtain
$$|D|\,k(n)\le C\,r(n).$$
The identities `e1` and `e2` are Cramer's rule, checked by `ring`, and `max_choice` splits the proof according to which label gives the maximum.

```lean
/-- The cell area times the shell number of a site is at most the cell size times its
distance from the origin. -/
theorem area_mul_shell_le (a b : ℝ × ℝ) (n : ℤ × ℤ) :
    |cellArea a b| * shell n ≤ cellSize a b * siteDist a b n := by
  have hX : |(site a b n).1| ≤ siteDist a b n :=
    Real.abs_le_sqrt (by nlinarith [sq_nonneg (site a b n).2])
  have hY : |(site a b n).2| ≤ siteDist a b n :=
    Real.abs_le_sqrt (by nlinarith [sq_nonneg (site a b n).1])
  have hr : 0 ≤ siteDist a b n := Real.sqrt_nonneg _
  have hb : ∀ u v : ℝ, |(site a b n).1 * u - (site a b n).2 * v|
      ≤ (|u| + |v|) * siteDist a b n := by
    intro u v
    have h : |(site a b n).1 * u - (site a b n).2 * v|
        ≤ |(site a b n).1 * u| + |(site a b n).2 * v| := by
      simpa only [Real.norm_eq_abs] using
        norm_sub_le ((site a b n).1 * u) ((site a b n).2 * v)
    rw [abs_mul, abs_mul] at h
    linarith [mul_le_mul_of_nonneg_right hX (abs_nonneg u),
      mul_le_mul_of_nonneg_right hY (abs_nonneg v)]
  -- Cramer's rule recovers each label from the position
  have e1 : cellArea a b * n.1 = (site a b n).1 * b.2 - (site a b n).2 * b.1 := by
    simp only [cellArea, site]; ring
  have e2 : cellArea a b * n.2 = -((site a b n).1 * a.2 - (site a b n).2 * a.1) := by
    simp only [cellArea, site]; ring
  rw [shell_cast]
  rcases max_choice |(n.1 : ℝ)| |(n.2 : ℝ)| with h | h
  · rw [h, ← abs_mul, e1]
    refine (hb _ _).trans (mul_le_mul_of_nonneg_right ?_ hr)
    unfold cellSize
    linarith [abs_nonneg a.1, abs_nonneg a.2]
  · rw [h, ← abs_mul, e2, abs_neg]
    refine (hb _ _).trans (mul_le_mul_of_nonneg_right ?_ hr)
    unfold cellSize
    linarith [abs_nonneg b.1, abs_nonneg b.2]
```

## The convergence criterion for a general cell

Assume $D\ne0$. Then $C>0$, because $C=0$ in the last inequality, applied to the site $(1,0)$, would give $|D|\le0$. With $c=|D|/C>0$, the two bounds become
$$c\,k(n)\le r(n)\le C\,k(n).$$
For $n\ne0$ all three quantities are positive. Multiplying the shell number by a constant $t>0$ multiplies every term of the shell sum by $t^{-s}$, so the sum of $(t\,k(n))^{-s}$ also converges exactly when $s>2$. Three comparisons complete the argument.

- If $s>2$, then $r(n)^{-s}\le(c\,k(n))^{-s}$, and the right-hand side has a convergent sum.
- If the sum of $r(n)^{-s}$ converges and $s\ge0$, then $(C\,k(n))^{-s}\le r(n)^{-s}$, so the shell sum converges and $s>2$.
- If the sum of $r(n)^{-s}$ converges and $s\le0$, the power never decreases with distance, and $(c\,k(n))^{-s}\le r(n)^{-s}$ leads to $s>2$ again. This contradicts $s\le0$, so convergence never occurs there.

In the statement, the index type `{n : ℤ × ℤ // n ≠ 0}` removes the origin. An element of it carries a label pair together with a proof that the pair is nonzero, which is why the pair itself appears as `n.1`. `Summable` means convergence to a limit that is independent of the order of summation; for real terms this is the same as absolute convergence. As the terms here are nonnegative, its failure means that the partial sums are unbounded. The rescaling step is `hscale`, the lower bound is `hlow`, and each comparison is an application of `Summable.of_nonneg_of_le`.

```lean
/-- On a planar Bravais lattice with nonzero cell area, the sum of `r ^ (-s)` over all sites
except the origin converges exactly when `s > 2`. -/
theorem summable_siteDist_iff (a b : ℝ × ℝ) (hD : cellArea a b ≠ 0) (s : ℝ) :
    Summable (fun n : {n : ℤ × ℤ // n ≠ 0} => siteDist a b n.1 ^ (-s)) ↔ 2 < s := by
  have hshell : Summable (fun n : {n : ℤ × ℤ // n ≠ 0} => (shell n.1 : ℝ) ^ (-s)) ↔ 2 < s := by
    have h := (Set.finite_singleton (0 : ℤ × ℤ)).summable_compl_iff
      (f := fun n : ℤ × ℤ => (shell n : ℝ) ^ (-s))
    exact Iff.trans h (summable_shell_iff s)
  have hscale : ∀ t : ℝ, 0 < t →
      (Summable (fun n : {n : ℤ × ℤ // n ≠ 0} => (t * shell n.1) ^ (-s)) ↔ 2 < s) :=
    fun t ht => (summable_congr fun n => Real.mul_rpow ht.le (Nat.cast_nonneg _)).trans
      ((summable_mul_left_iff (Real.rpow_pos_of_pos ht _).ne').trans hshell)
  have hpos : ∀ n : {n : ℤ × ℤ // n ≠ 0}, (0 : ℝ) < shell n.1 := by
    rintro ⟨⟨p, q⟩, hn⟩
    refine Nat.cast_pos.2 (Nat.pos_of_ne_zero fun h => hn ?_)
    simp only [shell] at h
    have hp : p = 0 := by omega
    have hq : q = 0 := by omega
    rw [hp, hq]
    rfl
  have hC : 0 < cellSize a b := by
    have h0 : 0 ≤ cellSize a b := by unfold cellSize; positivity
    rcases h0.lt_or_eq with h | h
    · exact h
    · have h1 := area_mul_shell_le a b (1, 0)
      have h2 : shell (1, 0) = 1 := by simp [shell]
      rw [← h, zero_mul, h2, Nat.cast_one, mul_one] at h1
      linarith [abs_pos.2 hD]
  have hc : 0 < |cellArea a b| / cellSize a b := div_pos (abs_pos.2 hD) hC
  have hlow : ∀ n : ℤ × ℤ, |cellArea a b| / cellSize a b * shell n ≤ siteDist a b n := by
    intro n
    rw [div_mul_eq_mul_div, div_le_iff₀ hC]
    linarith [area_mul_shell_le a b n]
  have hr : ∀ n : {n : ℤ × ℤ // n ≠ 0}, 0 < siteDist a b n.1 :=
    fun n => (mul_pos hc (hpos n)).trans_le (hlow n.1)
  constructor
  · intro h
    -- the direction of the comparison depends on the sign of the exponent
    rcases le_total s 0 with hs | hs
    · exact (hscale _ hc).1 (Summable.of_nonneg_of_le
        (fun n => Real.rpow_nonneg (mul_pos hc (hpos n)).le _)
        (fun n => Real.rpow_le_rpow (mul_pos hc (hpos n)).le (hlow n.1) (by linarith)) h)
    · exact (hscale _ hC).1 (Summable.of_nonneg_of_le
        (fun n => Real.rpow_nonneg (mul_pos hC (hpos n)).le _)
        (fun n => Real.rpow_le_rpow_of_nonpos (hr n) (siteDist_le a b n.1)
          (by linarith)) h)
  · intro hs
    exact Summable.of_nonneg_of_le (fun n => Real.rpow_nonneg (hr n).le _)
      (fun n => Real.rpow_le_rpow_of_nonpos (mul_pos hc (hpos n)) (hlow n.1)
        (by linarith)) ((hscale _ hc).2 hs)
```

## The square lattice and its borderline exponent

For $a=(1,0)$ and $b=(0,1)$ the cell area is $D=1$ and the distance is $r(n)=\sqrt{n_1^2+n_2^2}$. The general criterion then becomes a statement about the Euclidean norm on nonzero integer pairs. In the Lean expression, `n.1.1` and `n.1.2` are the two labels.

```lean
/-- On the square lattice, the sum of the Euclidean norm to the power `-s` over all nonzero
sites converges exactly when `s > 2`. -/
theorem summable_square_lattice_iff (s : ℝ) :
    Summable (fun n : {n : ℤ × ℤ // n ≠ 0} =>
      √((n.1.1 : ℝ) ^ 2 + (n.1.2 : ℝ) ^ 2) ^ (-s)) ↔ 2 < s := by
  have h := summable_siteDist_iff (1, 0) (0, 1) (by norm_num [cellArea]) s
  simpa only [siteDist, site, mul_one, mul_zero, add_zero, zero_add] using h
```

In the limiting case $s=2$ the divergence is only logarithmic. Here $C=2$, and $\sqrt{n_1^2+n_2^2}$ is at least the larger of $|n_1|$ and $|n_2|$, so $k(n)\le r(n)\le2k(n)$. Since shell $j$ has $8j$ members, the sites in the first $K$ shells satisfy
$$2\sum_{j=1}^{K}\frac1j=\frac14\sum_{j=1}^{K}\frac{8j}{j^2}\;\le\;\sum_{0<k(n)\le K}\frac1{r(n)^2}\;\le\;\sum_{j=1}^{K}\frac{8j}{j^2}=8\sum_{j=1}^{K}\frac1j .$$
For large $K$ the lower bound grows like $2\ln K$ and the upper bound like $8\ln K$. For $K=1$ the sum in the middle is $4\cdot1+4\cdot\tfrac12=6$, and the bounds are $2$ and $8$. Shell $j$ adds at most $8/j$, which tends to zero although the total is unbounded, so a small change on adding one more shell is not evidence of convergence.

## Coulomb, inverse-square and dipolar terms

For a natural number $k$, now an exponent and not a shell number, $r^{-k}=1/r^k$. The criterion then reads $k>2$, which fails for $k=1$ and $k=2$ and holds for $k=3$. Along a fixed direction, these powers are the distance dependence of the interaction between two charges, between a charge and a point dipole of fixed orientation, and between two point dipoles of fixed orientation. For identical parallel dipoles perpendicular to the layer, the energy of each pair is exactly proportional to $1/r^3$, with the same coefficient for all pairs. For a charge at the origin with identical parallel dipoles on all other sites, the coefficient of $1/r^2$ depends on direction and the terms of opposite sites cancel, so the total within any cutoff radius is zero. If the dipoles have a component in the plane of the layer, this sum is still not absolutely convergent, and its value depends on the order of summation.

The theorem concerns sums with equal coefficients, on a rigid infinite lattice with one site per cell, seen from one of its own sites. It gives neither the value of the convergent sum nor its cutoff error. If charges $\pm q$ occupy the sites of such a lattice, the absolute values of the Coulomb terms are those of the $1/r$ sum times a constant, so the Coulomb sum is not absolutely convergent. Any value assigned to it has to come with a stated order of summation or with a prescription such as Ewald's.

In the proof, `key` converts the real exponent into a natural one, and the three claims follow by comparing $1$, $2$ and $3$ with $2$.

```lean
/-- On a planar Bravais lattice with nonzero cell area, the sums of `1/r` and `1/r²` over all
sites except the origin diverge, and the sum of `1/r³` converges. -/
theorem coulomb_inverseSquare_dipolar (a b : ℝ × ℝ) (hD : cellArea a b ≠ 0) :
    ¬ Summable (fun n : {n : ℤ × ℤ // n ≠ 0} => 1 / siteDist a b n.1) ∧
    ¬ Summable (fun n : {n : ℤ × ℤ // n ≠ 0} => 1 / siteDist a b n.1 ^ 2) ∧
    Summable (fun n : {n : ℤ × ℤ // n ≠ 0} => 1 / siteDist a b n.1 ^ 3) := by
  have key : ∀ k : ℕ, Summable (fun n : {n : ℤ × ℤ // n ≠ 0} => 1 / siteDist a b n.1 ^ k) ↔
      (2 : ℝ) < k := by
    intro k
    refine (summable_congr fun n => ?_).trans (summable_siteDist_iff a b hD k)
    have hr : 0 ≤ siteDist a b n.1 := Real.sqrt_nonneg _
    rw [Real.rpow_neg hr, Real.rpow_natCast, one_div]
  refine ⟨fun h => ?_, fun h => ?_, (key 3).2 (by norm_num)⟩
  · have h1 := (key 1).1 (by simpa only [pow_one] using h)
    norm_num at h1
  · have h2 := (key 2).1 h
    norm_num at h2

end PlanarLatticeSums
```

```lean
#print axioms PlanarLatticeSums.summable_square_lattice_iff
#print axioms PlanarLatticeSums.coulomb_inverseSquare_dipolar
```

```
'PlanarLatticeSums.summable_square_lattice_iff' depends on axioms: [propext, Classical.choice, Quot.sound]
'PlanarLatticeSums.coulomb_inverseSquare_dipolar' depends on axioms: [propext, Classical.choice, Quot.sound]
```
